# Even-order correlators of distinct Hubbard–Stratonovich Ising fields are rescaled magnetisation correlators

In an auxiliary-field Monte Carlo run for the Hubbard model, spin correlations can be measured by averaging products of an even number of the sampled Ising fields and dividing by 1 − exp(−Δτ U) once for every two fields in the product. The average is taken with the full weight of each configuration, so a sign or phase left out of the sampling must be restored by reweighting. The rule holds for distinct fields, each coupled to a magnetisation m with m³ = m, when the coupling strength λ satisfies

cosh λ = exp(Δτ U/2).

Here U is the on-site repulsion and Δτ the imaginary-time step. The coupling relation expresses the decoupling of the interaction on one site. With m = n↑ − n↓,

exp(−Δτ U n↑n↓) = ½ exp(−Δτ U (n↑ + n↓)/2) Σ_s exp(λ s m), s = ±1.

On empty and doubly occupied states m = 0, and the two sides agree for any λ. On a singly occupied state the right side is exp(−Δτ U/2) cosh λ, which must equal 1.

## Trading an Ising field for a magnetisation

Let m₁ and m₂ be the magnetisations coupled to two fields s and s′, and let X and Y collect everything that stands between them in the trace: hopping, density factors and the other fields at fixed values. The claim is

Σ_{s,s′} s s′ Tr[exp(λ s m₁) X exp(λ s′ m₂) Y]
= (1 − exp(−Δτ U)) Σ_{s,s′} Tr[m₁ exp(λ s m₁) X m₂ exp(λ s′ m₂) Y].

Since m³ = m, every odd power of m is m and every even power from the second on is m². The exponential series therefore collapses, for any number a, to

exp(a m) = 1 + sinh(a) m + (cosh(a) − 1) m².

Set a = λ s. Weighting by s and summing cancels the terms even in s:

Σ_s s exp(λ s m) = 2 sinh(λ) m.

Multiplying by m instead, and using m³ = m, gives

m exp(λ s m) = cosh(λ) m + s sinh(λ) m²,

Σ_s m exp(λ s m) = 2 cosh(λ) m.

Both sums are multiples of the same matrix. With T = Tr[m₁ X m₂ Y], the field correlator is 4 sinh²(λ) T and the magnetisation correlator is 4 cosh²(λ) T. The coupling relation gives cosh²(λ) exp(−Δτ U) = 1, so

sinh² λ = cosh² λ − 1 = (1 − exp(−Δτ U)) cosh² λ,

which proves the claim. Summing over the remaining fields and dividing both sides by the same nonzero partition sum turns it into a relation between averages,

⟨s s′⟩ = (1 − exp(−Δτ U)) ⟨m₁ m₂⟩,

with the magnetisations in the order in which they stand in the trace. Solving for the spin correlation requires exp(−Δτ U) ≠ 1.

For more fields, consider an ordered product of L factors exp(λ s_l m_l) X_l, and a set A of positions at which fields are measured. Since cosh λ ≠ 0, each position in A obeys

Σ_s s exp(λ s m_l) = tanh(λ) Σ_s m_l exp(λ s m_l).

Each field occurs in one factor only, so the sum over all field configurations is the ordered product of the single-factor sums. If A has 2k elements, the total factor is

tanh(λ)^(2k) = (1 − exp(−Δτ U))^k.

An even number of fields also makes the factor independent of the sign of λ, which the coupling relation leaves open.

## The field, the slice factor and the magnetisation

The matrices are complex and square, with rows and columns labelled by a finite type `n`. For the lattice problem `n` labels the many-body occupation states, so the trace runs over Fock space. These are not the smaller one-particle matrices whose determinants a simulation evaluates.

In Lean 4 with Mathlib:

```lean
import Mathlib

namespace DiscreteHSCorrelators

noncomputable section

variable {n : Type*} [Fintype n] [DecidableEq n]
```

The field is a Boolean, and `ising` converts it to +1 or −1.

```lean
/-- The two values `+1` and `-1` of the auxiliary Ising field. -/
def ising : Bool → ℂ
  | true => 1
  | false => -1
```

The code writes `lam` for λ and `dtau` for Δτ. Both, like `U`, are complex numbers, which admits the imaginary λ of an attractive interaction. A “slice” here is the factor belonging to a single field; a physical time step on a lattice contains one such factor per site.

```lean
/-- The factor `exp(lam s m)` by which the field `s` couples to the matrix `m` in one time slice. -/
def slice (lam : ℂ) (m : Matrix n n ℂ) (s : Bool) : Matrix n n ℂ :=
  NormedSpace.exp ((lam * ising s) • m)
```

The condition m³ = m says that m is diagonalisable with eigenvalues among 0, 1 and −1. The next theorem checks it for one Hubbard site by cubing the four diagonal entries.

```lean
/-- The magnetisation `n_up - n_dn` of one Hubbard site, in the basis empty, up, down, double,
satisfies `m^3 = m`. -/
theorem magnetisation_witness :
    (Matrix.diagonal ![0, 1, -1, 0] : Matrix (Fin 4) (Fin 4) ℂ) ^ 3
      = Matrix.diagonal ![0, 1, -1, 0] := by
  rw [Matrix.diagonal_pow]
  congr 1
  funext i
  fin_cases i <;> norm_num [Pi.pow_apply]
```

## The exponential as a quadratic polynomial

The formal proof organises the series by eigenvalue. The matrices (m² + m)/2, (m² − m)/2 and 1 − m² project onto the eigenvalues 1, −1 and 0. The statement `hpow` shows by induction that the k-th power of a m is the sum of these projectors with coefficients aᵏ, (−a)ᵏ and 0ᵏ. The scalar series `hs` is then applied at a, −a and 0, and the three limits are added. Writing sinh and cosh through exponentials gives the polynomial found above.

```lean
/-- If `m^3 = m`, the exponential of `a m` is a quadratic polynomial in `m`:
`exp(a m) = 1 + sinh(a) m + (cosh(a) - 1) m^2`. -/
theorem exp_of_cube_eq {m : Matrix n n ℂ} (hm : m ^ 3 = m) (a : ℂ) :
    NormedSpace.exp (a • m)
      = 1 + Complex.sinh a • m + (Complex.cosh a - 1) • m ^ 2 := by
  have h2 : m ^ 2 * m = m := (pow_succ m 2).symm.trans hm
  have h1 : m * m = m ^ 2 := (sq m).symm
  -- powers split over the eigenvalues 1, -1 and 0
  have hpow : ∀ k : ℕ, (a • m) ^ k = a ^ k • ((1 / 2 : ℂ) • (m ^ 2 + m))
      + (-a) ^ k • ((1 / 2 : ℂ) • (m ^ 2 - m)) + (0 : ℂ) ^ k • (1 - m ^ 2) := by
    intro k
    induction k with
    | zero =>
      simp only [pow_zero]
      module
    | succ k ih =>
      rw [pow_succ (a • m), ih, pow_succ a, pow_succ (-a), pow_succ (0 : ℂ)]
      simp only [add_mul, sub_mul, smul_mul_assoc, mul_smul_comm, one_mul, h2, h1]
      module
  -- the scalar exponential series
  have hs : ∀ z : ℂ, HasSum (fun k : ℕ => (k.factorial : ℂ)⁻¹ * z ^ k) (Complex.exp z) := by
    intro z
    have h : Summable (fun k : ℕ => (k.factorial : ℂ)⁻¹ * z ^ k) := by
      refine Summable.of_norm ?_
      refine (Real.summable_pow_div_factorial ‖z‖).congr ?_
      intro k
      simp [div_eq_inv_mul]
    have e : Complex.exp z = ∑' k : ℕ, (k.factorial : ℂ)⁻¹ * z ^ k :=
      (congrFun Complex.exp_eq_exp_ℂ z).trans
        (congrFun (NormedSpace.exp_eq_tsum (𝕂 := ℂ)) z)
    rw [e]
    exact h.hasSum
  have H := (((hs a).smul_const ((1 / 2 : ℂ) • (m ^ 2 + m))).add
    ((hs (-a)).smul_const ((1 / 2 : ℂ) • (m ^ 2 - m)))).add ((hs 0).smul_const (1 - m ^ 2))
  have H' : HasSum (fun k : ℕ => (k.factorial : ℂ)⁻¹ • (a • m) ^ k)
      (1 + Complex.sinh a • m + (Complex.cosh a - 1) • m ^ 2) := by
    convert H using 1
    · funext k
      simp only [hpow]
      module
    · rw [Complex.exp_zero, Complex.sinh, Complex.cosh]
      module
  exact (congrFun (NormedSpace.exp_eq_tsum (𝕂 := ℂ)) (a • m)).trans H'.tsum_eq
```

The two single-field sums follow by inserting this polynomial for both values of the field. The parity of sinh and cosh produces the cancellations, and `module` collects the coefficients.

```lean
/-- For `m^3 = m`, summing one slice weighted by its field gives `2 sinh(lam) m`. -/
theorem sum_field {m : Matrix n n ℂ} (hm : m ^ 3 = m) (lam : ℂ) :
    ∑ s, ising s • slice lam m s = (2 * Complex.sinh lam) • m := by
  simp only [Fintype.sum_bool, ising, slice, exp_of_cube_eq hm, mul_one, mul_neg,
    Complex.sinh_neg, Complex.cosh_neg]
  module
```

In the second sum, `h3` supplies m m² = m.

```lean
/-- For `m^3 = m`, summing one slice with `m` inserted gives `2 cosh(lam) m`. -/
theorem sum_magnetisation {m : Matrix n n ℂ} (hm : m ^ 3 = m) (lam : ℂ) :
    ∑ s, m * slice lam m s = (2 * Complex.cosh lam) • m := by
  have h3 : m * m ^ 2 = m := (pow_succ' m 2).symm.trans hm
  simp only [Fintype.sum_bool, ising, slice, exp_of_cube_eq hm, mul_one, mul_neg,
    Complex.sinh_neg, Complex.cosh_neg, mul_add, mul_smul_comm, h3]
  module
```

The coupling relation enters through a scalar identity. The step `h1` is exp(−Δτ U) cosh² λ = 1, which is combined with cosh² λ = sinh² λ + 1.

```lean
/-- The coupling relation `cosh(lam) = exp(dtau U/2)` gives
`sinh(lam)^2 = (1 - exp(-dtau U)) cosh(lam)^2`. -/
theorem sinh_sq_of_coupling {lam dtau U : ℂ}
    (h : Complex.cosh lam = Complex.exp (dtau * U / 2)) :
    Complex.sinh lam ^ 2 = (1 - Complex.exp (-(dtau * U))) * Complex.cosh lam ^ 2 := by
  have h1 : Complex.exp (-(dtau * U)) * Complex.cosh lam ^ 2 = 1 := by
    rw [h, sq, ← Complex.exp_add, ← Complex.exp_add, ← Complex.exp_zero]
    congr 1
    ring
  linear_combination h1 - Complex.cosh_sq lam
```

## The two-field identity

The theorem `field_correlator` is the claim in the form derived above, for arbitrary `X` and `Y`. Its hypotheses are `hm1` and `hm2`, the cube conditions, and `h`, the coupling relation. The sums are unnormalised, so no positivity of the weights is required.

In the proof, `hfac` expands the four field combinations and shows that the double sum factorises inside the trace. Applied to both sides, it reduces them to the common trace of m₁ X m₂ Y with prefactors 4 sinh² λ and 4 cosh² λ. The last line multiplies the scalar identity by four times this trace.

```lean
/-- Two-point identity: for `m1^3 = m1`, `m2^3 = m2` and `cosh(lam) = exp(dtau U/2)`, the summed
field correlator is `1 - exp(-dtau U)` times the summed correlator of `m1` and `m2`. -/
theorem field_correlator {m1 m2 : Matrix n n ℂ} (X Y : Matrix n n ℂ) {lam dtau U : ℂ}
    (hm1 : m1 ^ 3 = m1) (hm2 : m2 ^ 3 = m2)
    (h : Complex.cosh lam = Complex.exp (dtau * U / 2)) :
    ∑ s, ∑ s', ising s * ising s' * (slice lam m1 s * X * slice lam m2 s' * Y).trace
      = (1 - Complex.exp (-(dtau * U))) *
        ∑ s, ∑ s', (m1 * slice lam m1 s * X * (m2 * slice lam m2 s') * Y).trace := by
  -- the double sum factorises inside the trace
  have hfac : ∀ P Q : Bool → Matrix n n ℂ,
      ∑ s, ∑ s', (P s * X * Q s' * Y).trace = ((∑ s, P s) * X * (∑ s', Q s') * Y).trace := by
    intro P Q
    simp only [Fintype.sum_bool, add_mul, mul_add, Matrix.trace_add]
    ring
  have hl := hfac (fun s => ising s • slice lam m1 s) (fun s => ising s • slice lam m2 s)
  have hr := hfac (fun s => m1 * slice lam m1 s) (fun s => m2 * slice lam m2 s)
  rw [sum_field hm1, sum_field hm2] at hl
  rw [sum_magnetisation hm1, sum_magnetisation hm2] at hr
  rw [hr]
  simp only [smul_mul_assoc, mul_smul_comm, Matrix.trace_smul, smul_eq_mul] at hl ⊢
  have hc : ∑ s, ∑ s', ising s * ising s' * (slice lam m1 s * X * slice lam m2 s' * Y).trace
      = 2 * Complex.sinh lam * (2 * Complex.sinh lam * (m1 * X * m2 * Y).trace) := by
    rw [← hl]
    refine Finset.sum_congr rfl fun s _ => Finset.sum_congr rfl fun s' _ => ?_
    ring
  rw [hc]
  linear_combination 4 * (m1 * X * m2 * Y).trace * sinh_sq_of_coupling h
```

## Any even number of fields

The factorisation for many fields is a statement about ordered products in any semiring, commutative or not. A field path is a function from `Fin L` to `Bool`, and `List.ofFn` keeps the factors in order, with index 0 on the left. The induction splits off the first field, sums over it, and applies the hypothesis to the rest.

```lean
/-- The sum over all field paths of an ordered product is the ordered product of the
single-slice sums. -/
theorem sum_paths {R : Type*} [Semiring R] {L : ℕ} (f : Fin L → Bool → R) :
    ∑ s : Fin L → Bool, (List.ofFn fun l => f l (s l)).prod
      = (List.ofFn fun l => ∑ b, f l b).prod := by
  induction L with
  | zero => simp
  | succ L ih =>
    have e := (Fin.consEquiv (fun _ : Fin (L + 1) => Bool)).sum_comp
      (fun s => (List.ofFn fun l => f l (s l)).prod)
    rw [← e, Fintype.sum_prod_type]
    simp only [Fin.consEquiv, Equiv.coe_fn_mk, List.ofFn_succ, List.prod_cons, Fin.cons_zero,
      Fin.cons_succ, ← Finset.mul_sum, ih (fun l b => f l.succ b), ← Finset.sum_mul]
```

A second induction moves scalar factors out of an ordered matrix product. It is needed to convert between a product of field values outside the trace and weights attached to individual slices.

```lean
/-- Scalar factors can be pulled out of an ordered product of matrices. -/
theorem prod_smul {L : ℕ} (c : Fin L → ℂ) (M : Fin L → Matrix n n ℂ) :
    (List.ofFn fun l => c l • M l).prod = (∏ l, c l) • (List.ofFn fun l => M l).prod := by
  induction L with
  | zero => simp
  | succ L ih =>
    simp only [List.ofFn_succ, List.prod_cons, Fin.prod_univ_succ,
      ih (fun l => c l.succ) (fun l => M l.succ), smul_mul_smul_comm]
```

The theorem `field_moments` takes matrices `m l` and `X l` at each position, and a set `A` with `2 * k` elements. The cube condition is imposed only on `A`; the other fields may couple to any matrices. On the right, `if l ∈ A then m l else 1` inserts a magnetisation exactly where a field was measured on the left. If indices are read as imaginary times in the usual ordering, later times carry smaller indices. For `k = 0` nothing is inserted and the two sides coincide.

Because `A` is a set, no field is used twice. The square of a single field is always 1, so it carries no information about the local moment m².

In the proof, `ht` identifies tanh² λ with 1 − exp(−Δτ U), and `hslice` is the exchange of a field for tanh λ times a magnetisation, with `X l` attached. The first step of the `calc` block absorbs the field values into their slices. The second factorises both path sums with `sum_paths`, exchanges the fields on `A`, and collects the powers of tanh λ. The third takes the scalar out of the trace.

For a finite Hubbard lattice, this relates spin correlations of the discretised path sum to field averages at any nonzero time step. What remains to be supplied is the link between that path sum and the thermal operator exp(−βH), with H the Hamiltonian and β the inverse temperature: it consists of the Trotter splitting, with its time-step error, and the decoupling formula quoted at the start.

```lean
/-- Moments of any even order: if `cosh(lam) = exp(dtau U/2)` and `m^3 = m` on each of the `2k`
slices in `A`, the summed moment of the fields on `A` is `(1 - exp(-dtau U))^k` times the summed
moment of the matrices `m` on `A`, inserted in slice order. -/
theorem field_moments {L k : ℕ} (m X : Fin L → Matrix n n ℂ) (A : Finset (Fin L))
    {lam dtau U : ℂ} (hA : A.card = 2 * k) (hm : ∀ l ∈ A, m l ^ 3 = m l)
    (h : Complex.cosh lam = Complex.exp (dtau * U / 2)) :
    ∑ s : Fin L → Bool, (∏ l ∈ A, ising (s l)) *
        (List.ofFn fun l => slice lam (m l) (s l) * X l).prod.trace
      = (1 - Complex.exp (-(dtau * U))) ^ k * ∑ s : Fin L → Bool,
        (List.ofFn fun l => (if l ∈ A then m l else 1) * slice lam (m l) (s l) * X l).prod.trace
    := by
  have hc : Complex.cosh lam ≠ 0 := by
    rw [h]
    exact Complex.exp_ne_zero _
  have ht : Complex.tanh lam ^ 2 = 1 - Complex.exp (-(dtau * U)) := by
    rw [Complex.tanh_eq_sinh_div_cosh, div_pow, sinh_sq_of_coupling h]
    exact mul_div_cancel_right₀ _ (pow_ne_zero 2 hc)
  -- in each slice of A the field is traded for tanh(lam) times m
  have hslice : ∀ l, ∑ b, (if l ∈ A then ising b else 1) • (slice lam (m l) b * X l)
      = (if l ∈ A then Complex.tanh lam else 1) •
        ∑ b, (if l ∈ A then m l else 1) * slice lam (m l) b * X l := by
    intro l
    by_cases hl : l ∈ A
    · have key : ∑ b, ising b • slice lam (m l) b
          = Complex.tanh lam • ∑ b, m l * slice lam (m l) b := by
        rw [sum_field (hm l hl), sum_magnetisation (hm l hl), smul_smul,
          Complex.tanh_eq_sinh_div_cosh]
        congr 1
        field_simp
      simp only [if_pos hl, ← smul_mul_assoc, ← Finset.sum_mul, key]
    · simp only [if_neg hl, one_smul, one_mul]
  rw [← ht, ← pow_mul, ← hA]
  calc _ = (∑ s : Fin L → Bool, (List.ofFn fun l =>
          (if l ∈ A then ising (s l) else 1) • (slice lam (m l) (s l) * X l)).prod).trace := by
        rw [Matrix.trace_sum]
        refine Finset.sum_congr rfl fun s _ => ?_
        rw [prod_smul, Matrix.trace_smul, smul_eq_mul, Finset.prod_ite_mem, Finset.univ_inter]
    _ = (Complex.tanh lam ^ A.card • ∑ s : Fin L → Bool, (List.ofFn fun l =>
          (if l ∈ A then m l else 1) * slice lam (m l) (s l) * X l).prod).trace := by
        refine congrArg Matrix.trace ?_
        rw [sum_paths (fun l b => (if l ∈ A then ising b else 1) • (slice lam (m l) b * X l)),
          sum_paths (fun l b => (if l ∈ A then m l else 1) * slice lam (m l) b * X l)]
        simp only [hslice]
        rw [prod_smul, Finset.prod_ite_mem, Finset.univ_inter, Finset.prod_const]
    _ = _ := by rw [Matrix.trace_smul, smul_eq_mul, Matrix.trace_sum]

end

end DiscreteHSCorrelators
```

```lean
#print axioms DiscreteHSCorrelators.field_correlator
-- 'DiscreteHSCorrelators.field_correlator' depends on axioms: [propext, Classical.choice, Quot.sound]
#print axioms DiscreteHSCorrelators.field_moments
-- 'DiscreteHSCorrelators.field_moments' depends on axioms: [propext, Classical.choice, Quot.sound]
```
